# The rescattering matrix V G V (1 − s G V)⁻¹ tends entrywise to V G V as s → 0

Let V and G be fixed complex square matrices of finite size, and let the real parameter s set the strength of repeated scattering through the factor (1 − s G V)⁻¹. The lemma says that as s → 0 each entry of V G V (1 − s G V)⁻¹ tends to the same entry of V G V, the second-order amplitude. V and G are otherwise arbitrary: neither need be Hermitian, and G need not be the resolvent of any Hamiltonian. The proof writes the inverse as the adjugate divided by the determinant, both continuous in s, and finds its limit from the value at s = 0, where 1 − s G V is the identity. It then multiplies by V G V and reads off the entry.

In Lean, a first try:

```lean
import Mathlib

open Filter Topology ComplexConjugate

namespace RescatteringTendsto

noncomputable section

variable {n : Type*} [Fintype n] [DecidableEq n]

/-- The matrix `1 - s G V`, whose inverse sums the repeated scattering events when `s` is small
enough. -/
def denom (V G : Matrix n n ℂ) (s : ℝ) : Matrix n n ℂ :=
  1 - (s : ℂ) • (G * V)

/-- The rescattering matrix `V G V (1 - s G V)⁻¹`, meant for those `s` at which
`1 - s G V` is invertible. -/
def rescattering (V G : Matrix n n ℂ) (s : ℝ) : Matrix n n ℂ :=
  V * G * V * (denom V G s)⁻¹

theorem continuous_denom (V G : Matrix n n ℂ) : Continuous (denom V G) :=
  continuous_const.sub (Complex.continuous_ofReal.smul continuous_const)

/-- As the coupling vanishes, each entry of the rescattering matrix tends to the
second-order amplitude `(V G V)_ab`. -/
theorem rescattering_tendsto (V G : Matrix n n ℂ) (a b : n) :
    Tendsto (fun s => rescattering V G s a b) (𝓝 0) (𝓝 ((V * G * V) a b)) := by
  have h1 : denom V G 0 = 1 := by simp [denom]
  have h0 : (denom V G 0).det ≠ 0 := by simp [h1]
  -- the inverse is the adjugate over the determinant, both continuous
  have e : ∀ s, (denom V G s)⁻¹ = ((denom V G s).det)⁻¹ • (denom V G s).adjugate :=
    fun s => by rw [Matrix.inv_def, Ring.inverse_eq_inv']
  have ht := (((continuous_denom V G).matrix_det.continuousAt.inv₀ h0).smul
    (continuous_denom V G).matrix_adjugate.continuousAt).tendsto
  have hR : Tendsto (fun s => (denom V G s)⁻¹) (𝓝 0) (𝓝 1) := by
    simp only [h1, Matrix.det_one, inv_one, Matrix.adjugate_one, one_smul] at ht
    simp only [e]
    exact ht
  have h := (tendsto_const_nhds (x := V * G * V)).mul hR
  rw [mul_one] at h
  exact (((continuous_id (X := Matrix n n ℂ)).matrix_elem a b).tendsto _).comp h

end

end RescatteringTendsto
```

The error:

```
Main.lean:36:4: error: `simp` made no progress
```

The repair, with which the file compiles:

```diff
@@ -31,10 +31,11 @@
   have e : ∀ s, (denom V G s)⁻¹ = ((denom V G s).det)⁻¹ • (denom V G s).adjugate :=
     fun s => by rw [Matrix.inv_def, Ring.inverse_eq_inv']
-  have ht := (((continuous_denom V G).matrix_det.continuousAt.inv₀ h0).smul
+  have ht : Tendsto (fun s => ((denom V G s).det)⁻¹ • (denom V G s).adjugate) (𝓝 0)
+      (𝓝 (((denom V G 0).det)⁻¹ • (denom V G 0).adjugate)) :=
+    (((continuous_denom V G).matrix_det.continuousAt.inv₀ h0).smul
     (continuous_denom V G).matrix_adjugate.continuousAt).tendsto
   have hR : Tendsto (fun s => (denom V G s)⁻¹) (𝓝 0) (𝓝 1) := by
     simp only [h1, Matrix.det_one, inv_one, Matrix.adjugate_one, one_smul] at ht
-    simp only [e]
-    exact ht
+    exact ht.congr fun s => (e s).symm
   have h := (tendsto_const_nhds (x := V * G * V)).mul hR
   rw [mul_one] at h
```

Cause. The message points to the `simp only [h1, …] at ht` step, which should turn the limit in `ht` into 1. It made no progress because `ht` had no stated type and took the form its lemmas gave it. There the limit is a product of two functions, formed with `•` and only then evaluated at 0. The expression `denom V G 0` is therefore not written out anywhere for `h1` to rewrite, and the `simp only` list has no lemma, such as `Pi.smul_apply'`, to evaluate the product at the point.

The repair states the type of `ht` explicitly, with the limit written as `((denom V G 0).det)⁻¹ • (denom V G 0).adjugate`. Lean accepts the same proof term, since the two forms are equal by definition. Now `h1` applies, and the other lemmas reduce the limit to 1.

Replacing `simp only [e]` and `exact ht` by `ht.congr` is mere tidying: both use `e` to pass from the adjugate formula to the inverse, and the message does not concern those lines.
